# For finitely many fixed energy levels, the temperature derivative of the Boltzmann mean energy is the energy variance divided by kT²

The declaration `hasDerivAt_meanEnergy_temperature` concerns a finite, nonempty list of real energy levels that do not change with temperature, averaged with Boltzmann weights divided by their sum. It states that the mean energy at inverse temperature 1/(kt), as a function of t, has at t = T a derivative equal to the energy variance at 1/(kT) divided by kT². The constants k and T are real and only assumed nonzero. The attempt differentiates 1/(kt), then uses the chain rule with the earlier result that the derivative of the mean energy with respect to inverse temperature is minus the variance.

An attempt in Lean 4 with a fault in it:

```lean
import Mathlib

open Finset

namespace HasDerivAtMeanEnergyTemperature

noncomputable section

variable {ι κ : Type*} [Fintype ι] [Fintype κ]

/-- The Boltzmann sum of a finite list of levels `E` at inverse temperature `b`. -/
def partitionFunction (E : ι → ℝ) (b : ℝ) : ℝ := ∑ i, Real.exp (-(b * E i))

/-- The Boltzmann average of the energy, for a nonempty list of levels. -/
def meanEnergy (E : ι → ℝ) (b : ℝ) : ℝ :=
  (∑ i, E i * Real.exp (-(b * E i))) / partitionFunction E b

/-- The Boltzmann average of the squared deviation from the mean energy, for a nonempty list
of levels. -/
def energyVariance (E : ι → ℝ) (b : ℝ) : ℝ :=
  (∑ i, (E i - meanEnergy E b) ^ 2 * Real.exp (-(b * E i))) / partitionFunction E b

/-- The Boltzmann sum of a nonempty list of levels is positive. -/
theorem partitionFunction_pos [Nonempty ι] (E : ι → ℝ) (b : ℝ) :
    0 < partitionFunction E b :=
  Finset.sum_pos (fun _ _ => Real.exp_pos _) Finset.univ_nonempty

/-- Differentiating a Boltzmann-weighted sum with respect to inverse temperature brings down
a factor of minus the energy in each term. -/
theorem hasDerivAt_boltzmannSum (E c : ι → ℝ) (b : ℝ) :
    HasDerivAt (fun x => ∑ i, c i * Real.exp (-(x * E i)))
      (-∑ i, c i * E i * Real.exp (-(b * E i))) b := by
  rw [← Finset.sum_neg_distrib]
  refine HasDerivAt.fun_sum fun i _ => ?_
  have h : HasDerivAt (fun x : ℝ => -(x * E i)) (-(E i)) b :=
    ((hasDerivAt_id' b).mul_const (E i)).fun_neg.congr_deriv (by ring)
  exact (h.exp.const_mul (c i)).congr_deriv (by ring)

/-- For a nonempty list of levels, the energy variance is the mean squared energy minus the
square of the mean energy. -/
theorem energyVariance_eq [Nonempty ι] (E : ι → ℝ) (b : ℝ) :
    energyVariance E b = (∑ i, E i * E i * Real.exp (-(b * E i))) / partitionFunction E b
      - meanEnergy E b ^ 2 := by
  have hz := (partitionFunction_pos E b).ne'
  have hs : ∀ m : ℝ, ∑ i, (E i - m) ^ 2 * Real.exp (-(b * E i))
      = ∑ i, E i * E i * Real.exp (-(b * E i))
        - 2 * m * ∑ i, E i * Real.exp (-(b * E i)) + m ^ 2 * partitionFunction E b := by
    intro m
    simp only [partitionFunction, Finset.mul_sum]
    rw [← Finset.sum_sub_distrib, ← Finset.sum_add_distrib]
    exact Finset.sum_congr rfl fun i _ => by ring
  have hm : meanEnergy E b * partitionFunction E b = ∑ i, E i * Real.exp (-(b * E i)) :=
    div_mul_cancel₀ _ hz
  rw [energyVariance, hs, ← hm, div_eq_iff hz, sub_mul, div_mul_cancel₀ _ hz]
  ring

/-- For a nonempty list of levels, the derivative of the mean energy with respect to inverse
temperature is minus the energy variance. -/
theorem hasDerivAt_meanEnergy [Nonempty ι] (E : ι → ℝ) (b : ℝ) :
    HasDerivAt (fun x => meanEnergy E x) (-energyVariance E b) b := by
  have hz := (partitionFunction_pos E b).ne'
  have h := hasDerivAt_boltzmannSum E (fun _ => 1) b
  simp only [one_mul] at h
  have hZ : HasDerivAt (fun x => partitionFunction E x)
      (-∑ i, E i * Real.exp (-(b * E i))) b := h
  -- the quotient rule, with the moments treated as plain numbers
  have key : ∀ Q S z : ℝ, z ≠ 0 →
      (-Q * z - S * (-S)) / z ^ 2 = -(Q / z - (S / z) ^ 2) := by
    intro Q S z hz
    field_simp
    ring
  refine ((hasDerivAt_boltzmannSum E E b).fun_div hZ hz).congr_deriv ?_
  rw [energyVariance_eq, meanEnergy]
  exact key _ _ _ hz

/-- For a nonempty list of levels and nonzero `k` and `T`, the derivative of the mean energy with
respect to temperature is the energy variance divided by `k T²`. -/
theorem hasDerivAt_meanEnergy_temperature [Nonempty ι] (E : ι → ℝ) {k T : ℝ}
    (hk : k ≠ 0) (hT : T ≠ 0) :
    HasDerivAt (fun t => meanEnergy E (1 / (k * t)))
      (energyVariance E (1 / (k * T)) / (k * T ^ 2)) T := by
  have hb : HasDerivAt (fun t : ℝ => 1 / (k * t)) (-(1 / (k * T ^ 2))) T := by
    refine ((hasDerivAt_const T (1 : ℝ)).fun_div ((hasDerivAt_id' T).const_mul k)
      (mul_ne_zero hk hT)).congr_deriv ?_
    rw [zero_mul, zero_sub]
    field_simp <;> ring
  exact ((hasDerivAt_meanEnergy E (1 / (k * T))).comp T hb).congr_deriv (by ring)

end

end HasDerivAtMeanEnergyTemperature
```

The compiler's answer:

```
Try this:
  [apply] ring_nf
  
  The `ring` tactic failed to close the goal. Use `ring_nf` to obtain a normal form.
    
  Note that `ring` works primarily in *commutative* rings. If you have a noncommutative ring, abelian group or module, consider using `noncomm_ring`, `abel` or `module` instead.
Main.lean:87:73: error: unsolved goals
ι : Type u_1
inst✝¹ : Fintype ι
inst✝ : Nonempty ι
E : ι → ℝ
k T : ℝ
hk : k ≠ 0
hT : T ≠ 0
hb : HasDerivAt (fun t => 1 / (k * t)) (-(1 / (k * T ^ 2))) T
⊢ k⁻¹ * T⁻¹ ^ 2 * energyVariance E (k⁻¹ * T⁻¹) = ?m.185
```

Cause. Both messages concern the last `by ring`, which should show that the chain rule's derivative equals the stated one. In the error, the left side has been normalised to the variance divided by kT², which is the right value, but the right side is `?m.185`, a placeholder Lean had not yet filled in. `ring` therefore had no definite expression to compare with and could not close the goal. The suggestion to try `ring_nf` is its standard advice on failing, and would not supply the missing side.

The repair leaves nothing to be inferred at that point. `hcomp` applies the chain rule by itself, and `h` restates it with the function written as in the theorem and the derivative written out as a product. `hval` then gives `ring` an equation with both sides explicit. Rewriting the goal backwards with `hval` turns the stated derivative into that product, and `h` closes it.

Replacing `field_simp <;> ring` with `field_simp` is mere tidying, since `field_simp` already closes that goal.

The change, after which it compiles:

```diff
@@ -84,6 +84,13 @@
       (mul_ne_zero hk hT)).congr_deriv ?_
     rw [zero_mul, zero_sub]
-    field_simp <;> ring
-  exact ((hasDerivAt_meanEnergy E (1 / (k * T))).comp T hb).congr_deriv (by ring)
+    field_simp
+  -- the chain rule through the inverse temperature
+  have hcomp := HasDerivAt.comp T (hasDerivAt_meanEnergy E (1 / (k * T))) hb
+  have h : HasDerivAt (fun t => meanEnergy E (1 / (k * t)))
+      (-energyVariance E (1 / (k * T)) * -(1 / (k * T ^ 2))) T := hcomp
+  have hval : -energyVariance E (1 / (k * T)) * -(1 / (k * T ^ 2))
+      = energyVariance E (1 / (k * T)) / (k * T ^ 2) := by ring
+  rw [← hval]
+  exact h
 
 end
```
